# Velocity Verlet underestimates the growth rate at a parabolic barrier top

## Does Verlet run ahead of the true motion when a particle leaves a barrier?

Let $q$ be the displacement of a particle of unit mass from the top of a parabolic barrier, and $p$ its velocity. The equation of motion is $q'' = k^2 q$ with $k > 0$, and I integrate it by velocity Verlet with time step $h > 0$. In a harmonic well I know that Verlet oscillates slightly too fast. Does it also push the particle off a barrier too fast? And if there is a definite sign to the error, does it show in the position after every step, or only in some asymptotic rate?

## The growth rate is too small for every step size

Write $x = hk$ for the dimensionless step, and define

$$s = 2\,\mathrm{arsinh}(x/2), \qquad \kappa = k\sqrt{1 + x^2/4}.$$

The exact motion contains the exponentials $e^{\pm kt}$, so its growing part is multiplied by $e^{hk}$ in a time $h$. Verlet multiplies its own growing part by $e^{s}$ per step, and $0 < s < hk$. The error therefore has the opposite sign to the one in the well. It shows in the position from the first step on, provided that the particle starts with $q, p \ge 0$, not both zero.

### From one step to the whole trajectory

With acceleration $k^2 q$, the position update is

$$q_1 = q + hp + \tfrac{h^2}{2}k^2 q = \left(1 + \tfrac{x^2}{2}\right) q + hp.$$

The velocity update uses the average of the old and new accelerations:

$$p_1 = p + \tfrac h2 k^2 (q + q_1) = hk^2\left(1 + \tfrac{x^2}{4}\right) q + \left(1 + \tfrac{x^2}{2}\right) p.$$

The lower-left coefficient is $h\kappa^2$. Since $\sinh(s/2) = x/2$, the double-argument formulas give

$$\cosh s = 1 + 2\sinh^2(s/2) = 1 + \tfrac{x^2}{2}, \qquad \sinh s = 2\sinh(s/2)\cosh(s/2) = x\sqrt{1 + x^2/4} = h\kappa.$$

The step matrix is thus

$$M = \begin{pmatrix} \cosh s & h \\ h\kappa^2 & \cosh s \end{pmatrix}, \qquad M\begin{pmatrix} 1 \\ \pm\kappa \end{pmatrix} = (\cosh s \pm h\kappa)\begin{pmatrix} 1 \\ \pm\kappa \end{pmatrix} = e^{\pm s}\begin{pmatrix} 1 \\ \pm\kappa \end{pmatrix}.$$

There are no other eigenvalues. If $Mv = \mu v$ with $v = (v_0, v_1) \neq 0$, then

$$(\mu - \cosh s)v_0 = h v_1, \qquad (\mu - \cosh s)v_1 = h\kappa^2 v_0.$$

If $v_0$ were zero, the first equation would make $v_1$ zero too. So $v_0 \ne 0$, and eliminating $v_1$ gives $(\mu - \cosh s)^2 = h^2\kappa^2$, that is, $\mu = e^{\pm s}$.

For the bound, put $y = s/2 > 0$. Then $y < \sinh y = x/2$, hence $s < hk$.

After $n$ steps the Verlet values are

$$q_n = q\cosh(ns) + \frac{p}{\kappa}\sinh(ns), \qquad p_n = \kappa q\sinh(ns) + p\cosh(ns).$$

This holds at $n = 0$. One more step gives $q_{n+1} = \cosh s\, q_n + \frac{\sinh s}{\kappa}\, p_n$ and $p_{n+1} = \kappa \sinh s\, q_n + \cosh s\, p_n$, and the addition theorems turn these into the same formulas with $n+1$.

The exact position at time $t$ is $q\cosh(kt) + \frac{p}{k}\sinh(kt)$. At $t = nh$ with $n \ge 1$ we have $0 < ns < nhk$ and $\kappa > k$, so

$$\cosh(ns) < \cosh(nhk), \qquad \frac{\sinh(ns)}{\kappa} < \frac{\sinh(nhk)}{k}.$$

Multiply the first by $q \ge 0$ and the second by $p \ge 0$, and add. At least one factor is positive, so the Verlet position is strictly smaller.

### The statements and proofs in Lean

```lean
import Mathlib

open Matrix

namespace VerletBarrier

noncomputable section

/-- One velocity-Verlet step of length `h` for a particle with position `x.1`, velocity `x.2`
and acceleration `a` depending on position. -/
def verletStep (a : ℝ → ℝ) (h : ℝ) (x : ℝ × ℝ) : ℝ × ℝ :=
  (x.1 + h * x.2 + h ^ 2 / 2 * a x.1,
    x.2 + h / 2 * (a x.1 + a (x.1 + h * x.2 + h ^ 2 / 2 * a x.1)))

/-- The Verlet matrix of the inverted oscillator `q'' = k² q`. -/
def verletMatrix (h k : ℝ) : Matrix (Fin 2) (Fin 2) ℝ :=
  !![1 + (h * k) ^ 2 / 2, h; h * k ^ 2 * (1 + (h * k) ^ 2 / 4), 1 + (h * k) ^ 2 / 2]

/-- The Verlet growth exponent per step, `s = 2 arsinh (hk/2)`. -/
def growth (h k : ℝ) : ℝ := 2 * Real.arsinh (h * k / 2)

/-- The slope `κ = k √(1 + (hk/2)²)`. -/
def slope (h k : ℝ) : ℝ := k * √(1 + (h * k / 2) ^ 2)

/-- Position at time `t` on the exact trajectory of `q'' = k² q` started from position `q` and
velocity `p`, for `k ≠ 0`. -/
def exactPos (k q p t : ℝ) : ℝ := q * Real.cosh (k * t) + p * (Real.sinh (k * t) / k)

/-- Velocity at time `t` on the exact trajectory of `q'' = k² q` started from position `q` and
velocity `p`. -/
def exactVel (k q p t : ℝ) : ℝ := k * q * Real.sinh (k * t) + p * Real.cosh (k * t)

/-- For `k ≠ 0` the exact trajectory obeys `q' = v` and `v' = k² q` and starts from the given
position and velocity. -/
theorem exact_solves {k : ℝ} (hk : k ≠ 0) (q p : ℝ) :
    (∀ t, HasDerivAt (exactPos k q p) (exactVel k q p t) t ∧
      HasDerivAt (exactVel k q p) (k ^ 2 * exactPos k q p t) t) ∧
    exactPos k q p 0 = q ∧ exactVel k q p 0 = p := by
  refine ⟨fun t => ?_, by simp [exactPos], by simp [exactVel]⟩
  have hkt : HasDerivAt (fun t : ℝ => k * t) k t := by
    simpa using (hasDerivAt_id t).const_mul k
  have hc := hkt.cosh
  have hs := hkt.sinh
  have e1 : Real.cosh (k * t) * k / k = Real.cosh (k * t) := mul_div_cancel_right₀ _ hk
  have e2 : Real.sinh (k * t) * k / k = Real.sinh (k * t) := mul_div_cancel_right₀ _ hk
  constructor
  · refine ((hc.const_mul q).fun_add ((hs.div_const k).const_mul p)).congr_deriv ?_
    unfold exactVel
    linear_combination p * e1
  · refine ((hs.const_mul (k * q)).fun_add (hc.const_mul p)).congr_deriv ?_
    unfold exactPos
    linear_combination (-(p * k)) * e2

/-- The Verlet matrix carries out one velocity-Verlet step with acceleration `k² q`. -/
theorem verletMatrix_mulVec (h k : ℝ) (v : Fin 2 → ℝ) :
    verletMatrix h k *ᵥ v =
      ![(verletStep (fun q => k ^ 2 * q) h (v 0, v 1)).1,
        (verletStep (fun q => k ^ 2 * q) h (v 0, v 1)).2] := by
  ext i
  fin_cases i <;>
    simp [verletMatrix, verletStep, Matrix.mulVec, dotProduct, Fin.sum_univ_two] <;> ring

/-- The growth exponent satisfies `cosh s = 1 + (hk)²/2` and `sinh s = h κ`. -/
theorem cosh_sinh_growth (h k : ℝ) :
    Real.cosh (growth h k) = 1 + (h * k) ^ 2 / 2 ∧
      Real.sinh (growth h k) = h * slope h k := by
  unfold growth slope
  constructor
  · rw [Real.cosh_two_mul, Real.cosh_sq, Real.sinh_arsinh]
    ring
  · rw [Real.sinh_two_mul, Real.sinh_arsinh, Real.cosh_arsinh]
    ring

/-- The squared slope is `κ² = k² (1 + (hk/2)²)`. -/
theorem slope_sq (h k : ℝ) : slope h k ^ 2 = k ^ 2 * (1 + (h * k / 2) ^ 2) := by
  unfold slope
  rw [mul_pow, Real.sq_sqrt (by positivity)]

/-- The phase-space directions `(1, κ)` and `(1, -κ)` are stretched by `exp s` and `exp (-s)` in
each Verlet step with acceleration `k² q`. -/
theorem verlet_eigenvectors (h k : ℝ) :
    verletMatrix h k *ᵥ ![1, slope h k] = Real.exp (growth h k) • ![1, slope h k] ∧
    verletMatrix h k *ᵥ ![1, -slope h k] = Real.exp (-growth h k) • ![1, -slope h k] := by
  have h2 := slope_sq h k
  rw [verletMatrix_mulVec, verletMatrix_mulVec, ← Real.cosh_add_sinh (growth h k),
    ← Real.cosh_sub_sinh (growth h k), (cosh_sinh_growth h k).1, (cosh_sinh_growth h k).2]
  constructor <;> refine funext (Fin.forall_fin_two.mpr ⟨?_, ?_⟩) <;>
    simp only [verletStep, Matrix.cons_val_zero, Matrix.cons_val_one, Pi.smul_apply,
      smul_eq_mul]
  · ring
  · linear_combination (-h) * h2
  · ring
  · linear_combination (-h) * h2

/-- For `h, k > 0` the real eigenvalues of the Verlet matrix at a barrier top are exactly
`exp s` and `exp (-s)` with `s = 2 arsinh (hk/2)`, and `0 < s < hk`. -/
theorem verlet_barrier_spectrum {h k : ℝ} (hh : 0 < h) (hk : 0 < k) :
    (∀ μ : ℝ, (∃ v : Fin 2 → ℝ, v ≠ 0 ∧ verletMatrix h k *ᵥ v = μ • v) ↔
      μ = Real.exp (growth h k) ∨ μ = Real.exp (-growth h k)) ∧
    0 < growth h k ∧ growth h k < h * k := by
  refine ⟨fun μ => ⟨?_, ?_⟩, ?_⟩
  · rintro ⟨v, hv, hM⟩
    rw [verletMatrix_mulVec] at hM
    have e0 := congrFun hM 0
    have e1 := congrFun hM 1
    simp only [verletStep, Matrix.cons_val_zero, Matrix.cons_val_one, Pi.smul_apply,
      smul_eq_mul] at e0 e1
    -- an eigenvector has a nonzero position component
    have hv0 : v 0 ≠ 0 := by
      intro h0
      rw [h0] at e0
      have h1 : h * v 1 = 0 := by linear_combination e0
      exact hv (funext (Fin.forall_fin_two.mpr
        ⟨h0, (mul_eq_zero.mp h1).resolve_left hh.ne'⟩))
    -- eliminating the velocity leaves the characteristic equation
    have key : (μ - (1 + (h * k) ^ 2 / 2 + h * slope h k)) *
        (μ - (1 + (h * k) ^ 2 / 2 - h * slope h k)) * v 0 = 0 := by
      linear_combination (-(μ - (1 + (h * k) ^ 2 / 2))) * e0 - h * e1
        - h ^ 2 * v 0 * slope_sq h k
    rw [← Real.cosh_add_sinh (growth h k), ← Real.cosh_sub_sinh (growth h k),
      (cosh_sinh_growth h k).1, (cosh_sinh_growth h k).2]
    rcases mul_eq_zero.mp ((mul_eq_zero.mp key).resolve_right hv0) with h1 | h1
    · exact Or.inl (sub_eq_zero.mp h1)
    · exact Or.inr (sub_eq_zero.mp h1)
  · rintro (rfl | rfl)
    · exact ⟨![1, slope h k], fun h0 => by simpa using congrFun h0 0,
        (verlet_eigenvectors h k).1⟩
    · exact ⟨![1, -slope h k], fun h0 => by simpa using congrFun h0 0,
        (verlet_eigenvectors h k).2⟩
  · -- the bound on the exponent is `y < sinh y` at `y = arsinh (hk/2)`
    have hy : 0 < Real.arsinh (h * k / 2) := Real.arsinh_pos_iff.mpr (by positivity)
    have hlt := Real.self_lt_sinh_iff.mpr hy
    rw [Real.sinh_arsinh] at hlt
    unfold growth
    constructor <;> linarith

/-- For `k > 0`, `n` Verlet steps with acceleration `k² q` give hyperbolic motion with exponent `s`
per step and slope `κ`. -/
theorem verlet_trajectory (h : ℝ) {k : ℝ} (hk : 0 < k) (q p : ℝ) (n : ℕ) :
    (verletStep (fun x => k ^ 2 * x) h)^[n] (q, p) =
      (q * Real.cosh (n * growth h k) + p * (Real.sinh (n * growth h k) / slope h k),
        slope h k * q * Real.sinh (n * growth h k) + p * Real.cosh (n * growth h k)) := by
  have hpos : 0 < slope h k := by unfold slope; positivity
  have hi : slope h k * (slope h k)⁻¹ = 1 := mul_inv_cancel₀ hpos.ne'
  have h2 := slope_sq h k
  induction n with
  | zero => simp
  | succ n ih =>
    rw [Function.iterate_succ_apply', ih, Nat.cast_succ, add_mul, one_mul, Real.cosh_add,
      Real.sinh_add, (cosh_sinh_growth h k).1, (cosh_sinh_growth h k).2]
    refine Prod.ext ?_ ?_ <;> simp only [verletStep]
    · linear_combination (-(p * Real.cosh (n * growth h k) * h)) * hi
    · linear_combination (-(h * q * Real.cosh (n * growth h k))
        - h * p * Real.sinh (n * growth h k) * (slope h k)⁻¹) * h2
        + h * p * Real.sinh (n * growth h k) * slope h k * hi

/-- For `h, k > 0` and a start with nonnegative position and velocity, not both zero, the Verlet
position for `q'' = k² q` after `n ≥ 1` steps is strictly less than the exact position at time
`n h`. -/
theorem verlet_escapes_too_slowly {h k q p : ℝ} (hh : 0 < h) (hk : 0 < k) (hq : 0 ≤ q)
    (hp : 0 ≤ p) (hqp : 0 < q + p) {n : ℕ} (hn : 0 < n) :
    ((verletStep (fun x => k ^ 2 * x) h)^[n] (q, p)).1 < exactPos k q p (n * h) := by
  rw [verlet_trajectory h hk]
  obtain ⟨-, hs, hlt⟩ := verlet_barrier_spectrum hh hk
  have hn' : (0 : ℝ) < n := Nat.cast_pos.mpr hn
  have h0 : 0 < n * growth h k := mul_pos hn' hs
  have h1 : n * growth h k < k * (n * h) := by
    have := mul_lt_mul_of_pos_left hlt hn'
    linarith
  -- the Verlet slope exceeds the exact one
  have hκ : k < slope h k := by
    have hx : 0 < (h * k / 2) ^ 2 := by positivity
    have hr : 1 < √(1 + (h * k / 2) ^ 2) :=
      (Real.lt_sqrt (by norm_num)).mpr (by linarith)
    exact lt_mul_of_one_lt_right hk hr
  have A : Real.cosh (n * growth h k) < Real.cosh (k * (n * h)) := by
    rw [Real.cosh_lt_cosh, abs_of_pos h0, abs_of_pos (h0.trans h1)]
    exact h1
  have B : Real.sinh (n * growth h k) / slope h k < Real.sinh (k * (n * h)) / k :=
    (div_le_div_of_nonneg_left (Real.sinh_pos_iff.mpr h0).le hk hκ.le).trans_lt
      (div_lt_div_of_pos_right (Real.sinh_lt_sinh.mpr h1) hk)
  unfold exactPos
  rcases hq.lt_or_eq with hq' | hq'
  · exact add_lt_add_of_lt_of_le (mul_lt_mul_of_pos_left A hq')
      (mul_le_mul_of_nonneg_left B.le hp)
  · have hp' : 0 < p := by linarith
    exact add_lt_add_of_le_of_lt (mul_le_mul_of_nonneg_left A.le hq)
      (mul_lt_mul_of_pos_left B hp')

end

end VerletBarrier
```

```lean
#print axioms VerletBarrier.exact_solves
-- 'VerletBarrier.exact_solves' depends on axioms: [propext, Classical.choice, Quot.sound]
#print axioms VerletBarrier.verlet_barrier_spectrum
-- 'VerletBarrier.verlet_barrier_spectrum' depends on axioms: [propext, Classical.choice, Quot.sound]
#print axioms VerletBarrier.verlet_escapes_too_slowly
-- 'VerletBarrier.verlet_escapes_too_slowly' depends on axioms: [propext, Classical.choice, Quot.sound]
```

### What the theorems say about the particle

`verletStep` is the integrator itself, for an arbitrary acceleration function `a`. A state is a pair of real numbers, position first and velocity second. The letter `x` in the code stands for such a state or for a position, not for the dimensionless step $x = hk$, which is written there as `h * k`. `verletMatrix` acts on vectors indexed by `Fin 2`, where index 0 is the position and index 1 the velocity. The names `growth` and `slope` stand for $s$ and $\kappa$.

`verlet_barrier_spectrum` says that a real number $\mu$ has a nonzero real eigenvector exactly when it is $e^s$ or $e^{-s}$, and that $0 < s < hk$. It assumes only $h, k > 0$, with no upper limit on the step.

`verlet_escapes_too_slowly` compares the first component of the $n$-fold iterate `^[n]` with `exactPos` at time $nh$. Its hypothesis `0 < q + p` adds a position to a velocity, but together with `0 ≤ q` and `0 ≤ p` it merely says that the particle isn't at rest on the top. There both motions would stay at zero. Without any restriction on the sign of $p$ the inequality fails: for $q > 0$ and $p = -kq$ the exact particle creeps towards the top, and after one step Verlet has it at $q(1 - x + x^2/2)$, which is larger than the exact $qe^{-x}$.

The reference motion is tied to the physics by `exact_solves`, which shows that `exactPos` and `exactVel` satisfy $q' = v$, $v' = k^2 q$ and the initial conditions. That no other solution has the same initial data is the usual uniqueness theorem for linear equations, and the file doesn't restate it.

The growth rate here is the growth exponent per unit time, $s/h$ for Verlet against $k$ for the exact motion. It isn't a thermal rate constant, which would also involve an ensemble of starting points and possible recrossing. The model has one coordinate, an exactly parabolic barrier, no friction and no rounding.

### How the Lean proofs follow the algebra

- `exact_solves` differentiates the hyperbolic functions by the chain rule; `e1` and `e2` cancel the factor $k$ against the division by $k$, and `linear_combination` uses them to match the derivatives.
- `verletMatrix_mulVec` checks both components of the matrix product against `verletStep`, so the later results concern the actual update rule.
- `cosh_sinh_growth` rewrites with the double-argument formulas and with $\sinh(\mathrm{arsinh}\,y) = y$. `slope_sq` removes the square root from $\kappa^2$.
- `verlet_eigenvectors` writes $e^{\pm s}$ as $\cosh s \pm \sinh s$. The position components follow by `ring`, and the velocity components also need `slope_sq`.
- In `verlet_barrier_spectrum`, `hv0` is the step $v_0 \neq 0$, and `key` is the factorised characteristic equation times $v_0$. The last part applies `Real.self_lt_sinh_iff`, the inequality $y < \sinh y$.
- `verlet_trajectory` is the induction on $n$. After the addition theorems, `linear_combination` closes both components using $\kappa\kappa^{-1} = 1$ and the formula for $\kappa^2$.
- `verlet_escapes_too_slowly` proves the two term-by-term inequalities as `A` and `B`. It then splits on whether $q$ is positive or zero: `A` supplies the strict inequality in the first case, `B` in the second.

### The step in a molecular dynamics run

A program usually carries out the step as a half kick, a drift and a half kick:

$$p_{1/2} = p + \tfrac h2 k^2 q, \qquad q_1 = q + h p_{1/2}, \qquad p_1 = p_{1/2} + \tfrac h2 k^2 q_1.$$

Substituting $p_{1/2}$ gives back the update above, and the force at $q_1$ is kept for the next step. Near a saddle point of a molecular potential, in the harmonic approximation, $q$ is the mass-weighted coordinate along the unstable normal mode, and $k$ is the magnitude of its imaginary angular frequency. For a mode of $1000i\ \mathrm{cm}^{-1}$ and a step of 1 fs, $hk \approx 0.19$. Since $s/(hk) \approx 1 - (hk)^2/24$ for small steps, the growth rate in this parabolic model comes out about 0.15 % too small.

### Why the well gives the opposite sign

For $q'' = -\omega^2 q$ with $0 < h\omega < 2$, the same argument runs with circular functions in place of hyperbolic ones. The eigenvalues are $e^{\pm i\theta}$ with $\theta = 2\arcsin(h\omega/2)$, and $y > \sin y$ for $y > 0$ gives $\theta > h\omega$. This is the fast oscillation you know from the well; I have argued it here in prose alone. The sign changes because $\sin y$ lies below $y$ and $\sinh y$ above it.
